# A pole term a/(u − t) expands in powers of the energy shift t when |t| < |u|

The theorem `hasSum_pole` concerns a single pole term a/(u − t), where u is the offset from the pole and t is a shift in energy. It states that for real a, u and t with |t| < |u|, the series with terms tᵏ · a/uᵏ⁺¹, for k = 0, 1, 2, …, sums to a/(u − t). All the quantities are real numbers, and no Hamiltonian or state enters the statement. The attempt takes the geometric series in t/u, multiplies it by a/u, and uses `convert` to reduce the theorem to checking that the terms and the sums agree.

As first written in Lean, the proof fails:

```lean
import Mathlib

open Filter Topology

namespace HasSumPole

noncomputable section

/-- The expansion of a single pole term at offset `u` converges to that term when the
energy shift `t` is smaller in size than `u`. -/
theorem hasSum_pole (a : ℝ) {u t : ℝ} (h : |t| < |u|) :
    HasSum (fun k : ℕ => t ^ k * (a / u ^ (k + 1))) (a / (u - t)) := by
  have hu : u ≠ 0 := abs_pos.mp ((abs_nonneg t).trans_lt h)
  have hut : u - t ≠ 0 := by
    intro e
    rw [sub_eq_zero.mp e] at h
    exact lt_irrefl _ h
  have hr : |t / u| < 1 := by
    rw [abs_div, div_lt_one (abs_pos.mpr hu)]
    exact h
  -- geometric series in t / u
  convert (hasSum_geometric_of_abs_lt_one hr).mul_left (a / u) using 1
  · funext k
    rw [div_pow, pow_succ]
    field_simp
  · have e : 1 - t / u = (u - t) / u := by rw [sub_div, div_self hu]
    rw [e, inv_div]
    field_simp

end

end HasSumPole
```

Messages:

```
Main.lean:23:4: error: Tactic `apply` failed: could not unify the conclusion of `@funext`
  ?f = ?g
with the goal
  Real.instAddCommMonoid =
    CommRing.toNonUnitalCommRing.toNonUnitalNonAssocCommRing.toNonUnitalNonAssocSemiring.toAddCommMonoid

Note: The full type of `@funext` is
  ∀ {α : Sort ?u.70} {β : α → Sort ?u.69} {f g : (x : α) → β x}, (∀ (x : α), f x = g x) → f = g

case e'_3
a u t : ℝ
h : |t| < |u|
hu : u ≠ 0
hut : u - t ≠ 0
hr : |t / u| < 1
⊢ Real.instAddCommMonoid =
    CommRing.toNonUnitalCommRing.toNonUnitalNonAssocCommRing.toNonUnitalNonAssocSemiring.toAddCommMonoid
Main.lean:27:8: error: Tactic `rewrite` failed: Did not find an occurrence of the pattern
  1 - t / u
in the target expression
  (fun k => t ^ k * (a / u ^ (k + 1))) = fun i => a / u * (t / u) ^ i

case e'_5
a u t : ℝ
h : |t| < |u|
hu : u ≠ 0
hut : u - t ≠ 0
hr : |t / u| < 1
e : 1 - t / u = (u - t) / u
⊢ (fun k => t ^ k * (a / u ^ (k + 1))) = fun i => a / u * (t / u) ^ i
Main.lean:12:69: error: unsolved goals
case e'_6
a u t : ℝ
h : |t| < |u|
hu : u ≠ 0
hut : u - t ≠ 0
hr : |t / u| < 1
⊢ a / (u - t) = a / u * (1 - t / u)⁻¹
```

Diagnosis. The proof has two bullets, one for the terms and one for the sum, but `convert ... using 1` left three goals. The extra one comes first and asks that two `AddCommMonoid` structures on ℝ be equal, `Real.instAddCommMonoid` and the one derived from the ring structure.

Each bullet therefore met the wrong goal. `funext` failed because the instance equation is not an equation between functions. The second bullet proved `e`, but its `rw` found no `1 - t / u` in the equation between the terms. The equation between the sums had no bullet left, hence the "unsolved goals" error.

The repair states the two intended equations explicitly, as `hterm` and `hsum`, and proves them with the same steps as before. After `rw [hterm, hsum]` the goal has the form of the scaled geometric series, and `exact` supplies it. The instance equation no longer arises as a separate goal, since `exact` accepts the two structures as equal by definition when it checks the types.

Lean accepts the file once it reads:

```diff
@@ -20,11 +20,15 @@
     exact h
   -- geometric series in t / u
-  convert (hasSum_geometric_of_abs_lt_one hr).mul_left (a / u) using 1
-  · funext k
+  have hterm : (fun k : ℕ => t ^ k * (a / u ^ (k + 1)))
+      = fun k : ℕ => a / u * (t / u) ^ k := by
+    funext k
     rw [div_pow, pow_succ]
     field_simp
-  · have e : 1 - t / u = (u - t) / u := by rw [sub_div, div_self hu]
+  have hsum : a / (u - t) = a / u * (1 - t / u)⁻¹ := by
+    have e : 1 - t / u = (u - t) / u := by rw [sub_div, div_self hu]
     rw [e, inv_div]
     field_simp
+  rw [hterm, hsum]
+  exact (hasSum_geometric_of_abs_lt_one hr).mul_left (a / u)
 
 end
```
